# The critical interaction parameter and composition of a Flory–Huggins mixture

Two polymers, or a polymer and a solvent, stay mixed against small composition fluctuations when their free energy of mixing curves upwards. In a theorem about this curvature, the word can refer to a formula written down as a definition, or to the second derivative of the free energy itself. Here it is the second derivative, and its formula is derived.

Let N₁ and N₂ be the chain lengths in lattice sites, p the volume fraction of species 1 (textbooks usually write φ), and χ the interaction parameter, which measures the energy cost of unlike contacts in units of kT. The free energy of mixing per site, also in units of kT, is

g(p) = p log p / N₁ + (1 − p) log(1 − p) / N₂ + χ p (1 − p).

In Lean this is `mixing N₁ N₂ χ p`. All quantities are real numbers, so chain lengths need not be integers, and `Real.log` is the natural logarithm. The parameter χ does not depend on p. That a real blend has a free energy of this mean-field form, with such a χ, is assumed.

```lean
import Mathlib

open Set

namespace FloryHuggins

noncomputable section

/-- Flory-Huggins free energy of mixing per lattice site, in units of `kT`, at volume fraction
`p` of the first species; the domain is `0 < N₁`, `0 < N₂`, `0 ≤ p ≤ 1`, with `0 log 0 = 0`. -/
def mixing (N₁ N₂ χ p : ℝ) : ℝ :=
  p * Real.log p / N₁ + (1 - p) * Real.log (1 - p) / N₂ + χ * p * (1 - p)
```

Throughout, N₁ and N₂ are positive and, unless stated otherwise, 0 < p < 1.

## (a) The exchange potential

Differentiate g once and show that g′(p) = μ(p), where

μ(p) = (log p + 1)/N₁ − (log(1 − p) + 1)/N₂ + χ(1 − 2p).

**Solution.** The product rule gives log p + 1 for the derivative of p log p. By the chain rule, (1 − p) log(1 − p) has derivative −(log(1 − p) + 1). The interaction term χ(p − p²) gives χ(1 − 2p). Dividing the first two by N₁ and N₂ and adding gives μ.

The function μ is `exchangePotential`. The definitions `chiCrit` and `phiCrit` next to it are only names until parts (e) to (h) show what they stand for.

```lean
/-- The exchange potential, as an explicit function of composition, for `0 < N₁`, `0 < N₂`
and `0 < p < 1`. -/
def exchangePotential (N₁ N₂ χ p : ℝ) : ℝ :=
  (Real.log p + 1) / N₁ - (Real.log (1 - p) + 1) / N₂ + χ * (1 - 2 * p)

/-- The critical interaction parameter, for chain lengths `0 < N₁` and `0 < N₂`. -/
def chiCrit (N₁ N₂ : ℝ) : ℝ := (1 / √N₁ + 1 / √N₂) ^ 2 / 2

/-- The critical volume fraction of the first species, for `0 < N₁` and `0 < N₂`. -/
def phiCrit (N₁ N₂ : ℝ) : ℝ := √N₂ / (√N₁ + √N₂)

variable {N₁ N₂ χ p : ℝ}

/-- For `0 < p < 1` the exchange potential is the derivative of the free energy of mixing
with respect to composition. -/
theorem hasDerivAt_mixing (hp : p ∈ Ioo (0 : ℝ) 1) :
    HasDerivAt (mixing N₁ N₂ χ) (exchangePotential N₁ N₂ χ p) p := by
  have hs : HasDerivAt (fun x : ℝ => 1 - x) (-1) p := by
    simpa using (hasDerivAt_id p).const_sub 1
  have h1 := Real.hasDerivAt_mul_log hp.1.ne'
  have h2 := (Real.hasDerivAt_mul_log (sub_pos.2 hp.2).ne').comp p hs
  have h2' : HasDerivAt (fun x : ℝ => (1 - x) * Real.log (1 - x))
      ((Real.log (1 - p) + 1) * -1) p := h2
  have h3 := ((hasDerivAt_id' p).const_mul χ).fun_mul hs
  exact (((h1.div_const N₁).fun_add (h2'.div_const N₂)).fun_add h3).congr_deriv
    (by unfold exchangePotential; ring)
```

`HasDerivAt` states that the derivative exists and has the given value. In the proof, `h1`, `h2'` and `h3` are the three terms above.

## (b) The slope of the exchange potential

Show that

μ′(p) = 1/(N₁p) + 1/(N₂(1 − p)) − 2χ.

**Solution.** The first term of μ gives 1/(N₁p). In the second, the minus sign in front meets the −1 from differentiating 1 − p, so the contribution is +1/(N₂(1 − p)). The last term gives −2χ.

```lean
/-- The derivative of the exchange potential at `0 < p < 1`: two entropic terms, one for each
species, minus twice the interaction parameter. -/
theorem hasDerivAt_exchangePotential (hp : p ∈ Ioo (0 : ℝ) 1) :
    HasDerivAt (exchangePotential N₁ N₂ χ)
      (1 / (N₁ * p) + 1 / (N₂ * (1 - p)) - 2 * χ) p := by
  have hs : HasDerivAt (fun x : ℝ => 1 - x) (-1) p := by
    simpa using (hasDerivAt_id p).const_sub 1
  have h1 := ((Real.hasDerivAt_log hp.1.ne').add_const 1).div_const N₁
  have h2 := ((hs.log (sub_pos.2 hp.2).ne').add_const 1).div_const N₂
  have h3 := (((hasDerivAt_id' p).const_mul 2).const_sub 1).const_mul χ
  exact ((h1.fun_sub h2).fun_add h3).congr_deriv
    (by simp only [one_div, mul_inv]; ring)
```

The proof again differentiates term by term, and `ring` collects the result.

## (c) The second derivative of the free energy

Conclude that

g″(p) = 1/(N₁p) + 1/(N₂(1 − p)) − 2χ.

**Solution.** By (a), g′ = μ at every point of the open interval (0,1), hence on a neighbourhood of p. Two functions that agree near p have the same derivative at p, so g″(p) = μ′(p), and (b) gives the value.

```lean
/-- The second derivative of the free energy of mixing at `0 < p < 1`. -/
theorem deriv_two (hp : p ∈ Ioo (0 : ℝ) 1) :
    deriv^[2] (mixing N₁ N₂ χ) p = 1 / (N₁ * p) + 1 / (N₂ * (1 - p)) - 2 * χ := by
  have h : deriv (mixing N₁ N₂ χ) =ᶠ[nhds p] exchangePotential N₁ N₂ χ := by
    filter_upwards [Ioo_mem_nhds hp.1 hp.2] with x hx
    exact (hasDerivAt_mixing hx).deriv
  change deriv (deriv (mixing N₁ N₂ χ)) p = _
  exact h.deriv_eq.trans (hasDerivAt_exchangePotential hp).deriv
```

`deriv^[2]` means the derivative operator applied twice. The agreement near p is the statement with `=ᶠ[nhds p]`.

## (d) The third derivative

Show that

g‴(p) = 1/(N₂(1 − p)²) − 1/(N₁p²).

**Solution.** Differentiate (c). The term 1/(N₁p) gives −1/(N₁p²), the term 1/(N₂(1 − p)) gives +1/(N₂(1 − p)²), and the constant −2χ drops out.

```lean
/-- The third derivative of the free energy of mixing at `0 < p < 1`. -/
theorem deriv_three (hp : p ∈ Ioo (0 : ℝ) 1) :
    deriv^[3] (mixing N₁ N₂ χ) p = 1 / (N₂ * (1 - p) ^ 2) - 1 / (N₁ * p ^ 2) := by
  have h : deriv^[2] (mixing N₁ N₂ χ) =ᶠ[nhds p]
      fun x => x⁻¹ / N₁ + (1 - x)⁻¹ / N₂ - 2 * χ := by
    filter_upwards [Ioo_mem_nhds hp.1 hp.2] with x hx
    rw [deriv_two hx]
    simp only [one_div, mul_inv]
    ring
  have hs : HasDerivAt (fun x : ℝ => 1 - x) (-1) p := by
    simpa using (hasDerivAt_id p).const_sub 1
  have h1 : HasDerivAt (fun x : ℝ => x⁻¹) (-(p ^ 2)⁻¹) p := hasDerivAt_inv hp.1.ne'
  have h2 := (hasDerivAt_inv (sub_pos.2 hp.2).ne').comp p hs
  have h2' : HasDerivAt (fun x : ℝ => (1 - x)⁻¹) (-((1 - p) ^ 2)⁻¹ * -1) p := h2
  have h3 := ((h1.div_const N₁).fun_add (h2'.div_const N₂)).sub_const (2 * χ)
  change deriv (deriv^[2] (mixing N₁ N₂ χ)) p = _
  refine h.deriv_eq.trans (h3.deriv.trans ?_)
  simp only [one_div, mul_inv]
  ring
```

As in (c), the formula for g″ is first established near p and then differentiated.

## (e) The balance composition

For any real p, show that

√N₁ p = √N₂ (1 − p) ⇔ p = φc, with φc = √N₂/(√N₁ + √N₂).

**Solution.** Moving the terms in p to one side turns the left equation into (√N₁ + √N₂) p = √N₂. The bracket is positive, so dividing by it is reversible.

It is easy to interchange the two lengths in φc, and the error is invisible when N₁ = N₂. The numerator carries the length of the other species, so the longer chain has the smaller critical volume fraction.

```lean
/-- For positive chain lengths, the weighted volume fractions `√N₁ p` and `√N₂ (1 - p)` balance
exactly at the critical composition. -/
theorem balance_iff (h₁ : 0 < N₁) (h₂ : 0 < N₂) :
    √N₁ * p = √N₂ * (1 - p) ↔ p = phiCrit N₁ N₂ := by
  have ha := Real.sqrt_pos.2 h₁
  have hb := Real.sqrt_pos.2 h₂
  unfold phiCrit
  rw [eq_div_iff (add_pos ha hb).ne']
  constructor <;> intro h <;> linarith
```

`eq_div_iff` clears the denominator, and `linarith` handles both directions.

## (f) Completing the square

With χc = (1/√N₁ + 1/√N₂)²/2, show that

g″(p) = 2(χc − χ) + (√N₁ p − √N₂(1 − p))² / (N₁N₂ p(1 − p)).

**Solution.** Write a = √N₁, b = √N₂ and q = 1 − p. Expanding the square and dividing by a²b²pq gives

(ap − bq)²/(a²b²pq) = p/(b²q) + q/(a²p) − 2/(ab).

Since p/q = 1/q − 1 and q/p = 1/p − 1, the right-hand side equals

1/(a²p) + 1/(b²q) − (1/a + 1/b)² = 1/(N₁p) + 1/(N₂q) − 2χc.

Adding 2(χc − χ) gives the expression in (c).

```lean
/-- For positive chain lengths and `0 < p < 1`, the curvature of the free energy is twice the
distance of `χ` below its critical value plus a non-negative square term. -/
theorem curvature_eq (h₁ : 0 < N₁) (h₂ : 0 < N₂) (hp : p ∈ Ioo (0 : ℝ) 1) :
    deriv^[2] (mixing N₁ N₂ χ) p = 2 * (chiCrit N₁ N₂ - χ) +
      (√N₁ * p - √N₂ * (1 - p)) ^ 2 / (N₁ * N₂ * (p * (1 - p))) := by
  rw [deriv_two hp]
  -- write the chain lengths as squares, so that the claim is rational
  obtain ⟨a, ha, rfl⟩ : ∃ a, 0 < a ∧ N₁ = a ^ 2 :=
    ⟨√N₁, Real.sqrt_pos.2 h₁, (Real.sq_sqrt h₁.le).symm⟩
  obtain ⟨b, hb, rfl⟩ : ∃ b, 0 < b ∧ N₂ = b ^ 2 :=
    ⟨√N₂, Real.sqrt_pos.2 h₂, (Real.sq_sqrt h₂.le).symm⟩
  have hp0 : p ≠ 0 := hp.1.ne'
  have hq : 1 - p ≠ 0 := (sub_pos.2 hp.2).ne'
  unfold chiCrit
  rw [Real.sqrt_sq ha.le, Real.sqrt_sq hb.le]
  field_simp
  ring
```

The Lean proof makes the same substitution N₁ = a², N₂ = b². After that `field_simp` clears denominators and `ring` checks the polynomial identity.

## (g) The stability limit

Show that φc lies in (0,1), that

g″(p) ≥ 0 for all p in (0,1) ⇔ χ ≤ χc,

and that at χ = χc the curvature vanishes at p in (0,1) exactly when p = φc.

**Solution.** Both square roots are positive, so 0 < φc < 1. If χ ≤ χc, both terms in (f) are non-negative. Conversely, suppose g″ ≥ 0 throughout. At p = φc the square vanishes by (e), leaving 2(χc − χ) ≥ 0. Finally, at χ = χc only the square term remains. Its denominator is positive, so it is zero exactly when √N₁ p = √N₂(1 − p), which by (e) means p = φc.

```lean
/-- Flory-Huggins stability: for positive chain lengths the free energy of mixing has
non-negative curvature at all compositions in `(0,1)` iff `χ` is at most its critical value, and
at that value the curvature vanishes only at the critical composition, which lies in `(0,1)`. -/
theorem stability (h₁ : 0 < N₁) (h₂ : 0 < N₂) :
    ((∀ p ∈ Ioo (0 : ℝ) 1, 0 ≤ deriv^[2] (mixing N₁ N₂ χ) p) ↔ χ ≤ chiCrit N₁ N₂) ∧
    phiCrit N₁ N₂ ∈ Ioo (0 : ℝ) 1 ∧
    ∀ p ∈ Ioo (0 : ℝ) 1,
      (deriv^[2] (mixing N₁ N₂ (chiCrit N₁ N₂)) p = 0 ↔ p = phiCrit N₁ N₂) := by
  have ha := Real.sqrt_pos.2 h₁
  have hb := Real.sqrt_pos.2 h₂
  have hc : phiCrit N₁ N₂ ∈ Ioo (0 : ℝ) 1 :=
    ⟨div_pos hb (add_pos ha hb), (div_lt_one (add_pos ha hb)).2 (by linarith)⟩
  refine ⟨⟨fun h => ?_, fun h p hp => ?_⟩, hc, fun p hp => ?_⟩
  · -- at the critical composition only the distance to the critical `χ` is left
    have h0 := h _ hc
    rw [curvature_eq h₁ h₂ hc, sub_eq_zero.2 ((balance_iff h₁ h₂).2 rfl)] at h0
    norm_num at h0
    linarith
  · rw [curvature_eq h₁ h₂ hp]
    have hq := sub_pos.2 hp.2
    have hp0 := hp.1
    exact add_nonneg (by linarith) (by positivity)
  · have hd : N₁ * N₂ * (p * (1 - p)) ≠ 0 :=
      (mul_pos (mul_pos h₁ h₂) (mul_pos hp.1 (sub_pos.2 hp.2))).ne'
    rw [curvature_eq h₁ h₂ hp, sub_self, mul_zero, zero_add, div_eq_zero_iff,
      or_iff_left hd, sq_eq_zero_iff, sub_eq_zero, balance_iff h₁ h₂]
```

The three bulleted blocks of the proof are these three arguments, with `hc` supplying φc as an admissible composition. In mean-field theory with constant χ, this value χc is a reference point for choosing the interaction strength in a simulation of a binary blend.

## (h) The critical-point conditions

Textbooks locate the critical point by setting two derivatives to zero. Show that

g″(p) = 0 and g‴(p) = 0 ⇔ χ = χc and p = φc.

**Solution.** By (d), g‴(p) = 0 means N₁p² = N₂(1 − p)², or

(√N₁ p − √N₂(1 − p)) (√N₁ p + √N₂(1 − p)) = 0.

The second factor is positive, so the first is zero and p = φc by (e). At this composition (f) reads g″ = 2(χc − χ), which vanishes exactly when χ = χc. Each step can be reversed.

```lean
/-- For positive chain lengths and `0 < p < 1`, the second and third derivatives of the free
energy vanish together exactly at the critical `χ` and the critical composition. -/
theorem critical_point_iff (h₁ : 0 < N₁) (h₂ : 0 < N₂) (hp : p ∈ Ioo (0 : ℝ) 1) :
    (deriv^[2] (mixing N₁ N₂ χ) p = 0 ∧ deriv^[3] (mixing N₁ N₂ χ) p = 0) ↔
      χ = chiCrit N₁ N₂ ∧ p = phiCrit N₁ N₂ := by
  have hp0 := hp.1
  have hq := sub_pos.2 hp.2
  have ha := Real.sqrt_pos.2 h₁
  have hb := Real.sqrt_pos.2 h₂
  have sa := Real.sq_sqrt h₁.le
  have sb := Real.sq_sqrt h₂.le
  -- the third derivative alone fixes the composition
  have h3 : deriv^[3] (mixing N₁ N₂ χ) p = 0 ↔ √N₁ * p = √N₂ * (1 - p) := by
    rw [deriv_three hp, sub_eq_zero, div_eq_div_iff (by positivity) (by positivity)]
    constructor
    · intro h
      have hm : (√N₁ * p - √N₂ * (1 - p)) * (√N₁ * p + √N₂ * (1 - p)) = 0 := by
        linear_combination h + p ^ 2 * sa - (1 - p) ^ 2 * sb
      have hpos : 0 < √N₁ * p + √N₂ * (1 - p) := by positivity
      exact sub_eq_zero.1 ((mul_eq_zero.1 hm).resolve_right hpos.ne')
    · intro h
      linear_combination (√N₁ * p + √N₂ * (1 - p)) * h - p ^ 2 * sa + (1 - p) ^ 2 * sb
  rw [h3, ← balance_iff h₁ h₂]
  refine and_congr_left fun h => ?_
  rw [curvature_eq h₁ h₂ hp, sub_eq_zero.2 h]
  norm_num
  constructor <;> intro h <;> linarith
```

Inside the proof, `h3` is the factorisation argument, and `and_congr_left` allows g″ to be evaluated under the balance condition. The theorem concerns derivatives of g and makes no statement about the coexistence curve.

## (i) Convexity up to the pure components

For χ ≤ χc, show that for all x, y in [0,1] and 0 ≤ t ≤ 1,

g(tx + (1 − t)y) ≤ t g(x) + (1 − t) g(y).

**Solution.** Since x log x → 0 as x → 0, g is continuous on [0,1] with the value 0 at both ends. By (g), g″ ≥ 0 inside, so g′ is non-decreasing there. For x < z < y, the mean value theorem gives a point in (x,z) where g′ is the slope of the chord from x to z, and a point in (z,y) where it is the slope of the chord from z to y. The first slope is therefore at most the second, which rearranges to the inequality with z = tx + (1 − t)y. The case x > y follows by exchanging x with y and t with 1 − t, and the cases x = y, t = 0 and t = 1 are immediate.

Physically, the right-hand side is the free energy of two separate phases in proportions t and 1 − t. Within the model, no such split lowers the free energy.

```lean
/-- For positive chain lengths and `χ` at most critical, the free energy of mixing is convex on
the whole composition range, pure components included. -/
theorem convexOn_mixing (h₁ : 0 < N₁) (h₂ : 0 < N₂) (hχ : χ ≤ chiCrit N₁ N₂) :
    ConvexOn ℝ (Icc 0 1) (mixing N₁ N₂ χ) := by
  have c1 := Real.continuous_mul_log
  have c2 := c1.comp (continuous_const.sub continuous_id : Continuous fun x : ℝ => 1 - x)
  have c3 : Continuous fun x : ℝ => χ * x * (1 - x) := by fun_prop
  have hc : Continuous (mixing N₁ N₂ χ) :=
    ((c1.div_const N₁).add (c2.div_const N₂)).add c3
  refine convexOn_of_hasDerivWithinAt2_nonneg (convex_Icc 0 1) hc.continuousOn
    (f' := exchangePotential N₁ N₂ χ)
    (f'' := fun x => 1 / (N₁ * x) + 1 / (N₂ * (1 - x)) - 2 * χ)
    (fun x hx => ?_) (fun x hx => ?_) (fun x hx => ?_)
  · exact (hasDerivAt_mixing (interior_Icc (a := (0 : ℝ)) ▸ hx)).hasDerivWithinAt
  · exact (hasDerivAt_exchangePotential (interior_Icc (a := (0 : ℝ)) ▸ hx)).hasDerivWithinAt
  · rw [interior_Icc] at hx
    have h := (stability h₁ h₂).1.2 hχ x hx
    rwa [deriv_two hx] at h
```

`ConvexOn ℝ (Icc 0 1)` is this inequality. Lean sets log 0 = 0. This is not the limit of log x, but it makes the product 0 · log 0 equal to 0, which is the limit of x log x used at the endpoints. The Mathlib criterion asks for continuity on the closed interval and, only in its interior, for the two derivatives and a non-negative second one. Parts (a) and (b) supply the derivatives, and (g) supplies the sign.

## (j) A polymer in a monomeric solvent

Set N₁ = N and N₂ = 1. Show that

χc = 1/2 + 1/√N + 1/(2N), φc = 1/(1 + √N).

**Solution.** Expanding (1/√N + 1)²/2 gives the first formula. Inserting √N₂ = 1 in φc gives the second.

```lean
/-- Critical interaction parameter and critical polymer volume fraction for chains of length
`N > 0` in a solvent of unit length. -/
theorem polymer_solution {N : ℝ} (hN : 0 < N) :
    chiCrit N 1 = 1 / 2 + 1 / √N + 1 / (2 * N) ∧ phiCrit N 1 = 1 / (1 + √N) := by
  obtain ⟨a, ha, rfl⟩ : ∃ a, 0 < a ∧ N = a ^ 2 :=
    ⟨√N, Real.sqrt_pos.2 hN, (Real.sq_sqrt hN.le).symm⟩
  unfold chiCrit phiCrit
  rw [Real.sqrt_sq ha.le, Real.sqrt_one]
  refine ⟨?_, by rw [add_comm]⟩
  simp only [one_div, mul_inv, inv_one]
  ring

end

end FloryHuggins
```

The proof writes N = a² and expands with `ring`.

If the temperature dependence of χ is known, χc can be turned into a temperature. For N = 100 the formulas give χc = 0.5 + 0.1 + 0.005 = 0.605 and φc = 1/11 ≈ 0.091. If the interaction is modelled as χ = B/T with B = 300 K, then χ = χc at T = 300 K/0.605 ≈ 496 K. Below this temperature χ exceeds χc, and the solution is unstable in a range of compositions around φc.

```lean
#print axioms FloryHuggins.critical_point_iff
-- 'FloryHuggins.critical_point_iff' depends on axioms: [propext, Classical.choice, Quot.sound]
#print axioms FloryHuggins.convexOn_mixing
-- 'FloryHuggins.convexOn_mixing' depends on axioms: [propext, Classical.choice, Quot.sound]
#print axioms FloryHuggins.polymer_solution
-- 'FloryHuggins.polymer_solution' depends on axioms: [propext, Classical.choice, Quot.sound]
```
